# The power method for real symmetric operators: a geometric bound on the angle, and its squared rate for the Rayleigh quotient

Let $A$ be a real symmetric operator with $Au=lu$, $\|u\|=1$, $l\neq0$, and $\|Aw\|\le\mu\|w\|$ for every $w\perp u$. If $x$ is not orthogonal to $u$, then $k$ power steps bound the tangent of the angle to the line through $u$ by $(\mu/|l|)^k$ times its initial value, and the Rayleigh quotient error by $(|l|+\mu)(\mu/|l|)^{2k}$ times the square of that value.

In Lean 4 with Mathlib:

```lean
import Mathlib

open Filter Topology
open scoped InnerProductSpace

namespace PowerMethodRate

noncomputable section

variable {E : Type*} [NormedAddCommGroup E] [InnerProductSpace ℝ E]

/-- The tangent of the angle between `x` and the line through `u`, for `x` and `u` nonzero and
not orthogonal. -/
def tanAngle (x u : E) : ℝ := |Real.tan (InnerProductGeometry.angle x u)|

/-- What remains of `x` after subtracting `⟪u, x⟫ u`; for a unit vector `u` this is the part of
`x` orthogonal to `u`. -/
def orthPart (u x : E) : E := x - ⟪u, x⟫_ℝ • u

/-- The Rayleigh quotient `⟪x, A x⟫ / ‖x‖²` of a nonzero vector `x`. -/
def rayleigh (A : E →ₗ[ℝ] E) (x : E) : ℝ := ⟪x, A x⟫_ℝ / ‖x‖ ^ 2

/-- For a unit vector `u`, the remainder of `x` is orthogonal to `u`, and the squared lengths of
the two parts of `x` add up to that of `x`. -/
theorem orthPart_spec {u : E} (hu : ‖u‖ = 1) (x : E) :
    ⟪u, orthPart u x⟫_ℝ = 0 ∧ ‖x‖ ^ 2 = ⟪u, x⟫_ℝ ^ 2 + ‖orthPart u x‖ ^ 2 := by
  constructor
  · simp only [orthPart, inner_sub_right, real_inner_smul_right, real_inner_self_eq_norm_sq, hu]
    ring
  · rw [← real_inner_self_eq_norm_sq (orthPart u x)]
    simp only [orthPart, inner_sub_left, inner_sub_right, real_inner_smul_left,
      real_inner_smul_right, real_inner_self_eq_norm_sq, hu, real_inner_comm u x,
      norm_smul, Real.norm_eq_abs, mul_pow, sq_abs]
    ring

/-- For a unit vector `u` and `x` not orthogonal to it, the tangent of the angle is the length of
the orthogonal part of `x` divided by the size of its overlap with `u`. -/
theorem tanAngle_eq {u x : E} (hu : ‖u‖ = 1) (hx : ⟪u, x⟫_ℝ ≠ 0) :
    tanAngle x u = ‖orthPart u x‖ / |⟪u, x⟫_ℝ| := by
  have hx0 : x ≠ 0 := by
    rintro rfl
    exact hx (inner_zero_right u)
  have hN : 0 < ‖x‖ := norm_pos_iff.mpr hx0
  have hN0 : ‖x‖ ≠ 0 := hN.ne'
  have hp := (orthPart_spec hu x).2
  have sc := Real.sin_sq_add_cos_sq (InnerProductGeometry.angle x u)
  have hc : Real.cos (InnerProductGeometry.angle x u) * ‖x‖ = ⟪u, x⟫_ℝ := by
    rw [InnerProductGeometry.cos_angle, hu, mul_one, real_inner_comm u x]
    field_simp
  -- the sine follows from Pythagoras
  have hs : |Real.sin (InnerProductGeometry.angle x u)| * ‖x‖ = ‖orthPart u x‖ := by
    refine (sq_eq_sq₀ (by positivity) (norm_nonneg _)).1 ?_
    rw [mul_pow, sq_abs]
    linear_combination ‖x‖ ^ 2 * sc + hp
      - (Real.cos (InnerProductGeometry.angle x u) * ‖x‖ + ⟪u, x⟫_ℝ) * hc
  rw [tanAngle, Real.tan_eq_sin_div_cos, abs_div, ← hs, ← hc, abs_mul, abs_of_pos hN]
  exact (mul_div_mul_right _ _ hN0).symm

variable {A : E →ₗ[ℝ] E} {u x : E} {l μ : ℝ}

/-- A symmetric operator with eigenvector `u` multiplies the overlap with `u` by the eigenvalue
and acts on the remainder separately. -/
theorem apply_split (hA : A.IsSymmetric) (hl : A u = l • u) (x : E) :
    ⟪u, A x⟫_ℝ = l * ⟪u, x⟫_ℝ ∧ orthPart u (A x) = A (orthPart u x) := by
  have h1 : ⟪u, A x⟫_ℝ = l * ⟪u, x⟫_ℝ := by
    rw [← hA u x, hl, real_inner_smul_left]
  refine ⟨h1, ?_⟩
  simp only [orthPart, h1, map_sub, map_smul, hl]
  module

/-- One step of the power method: if `A` is symmetric with unit eigenvector `u`, eigenvalue
`l ≠ 0`, and stretches vectors orthogonal to `u` by at most `μ`, then for `x` not orthogonal to
`u` the overlap stays nonzero and the tangent is multiplied by at most `μ / |l|`. -/
theorem tanAngle_step (hA : A.IsSymmetric) (hu : ‖u‖ = 1) (hl : A u = l • u) (hl0 : l ≠ 0)
    (hμ : ∀ w, ⟪u, w⟫_ℝ = 0 → ‖A w‖ ≤ μ * ‖w‖) (hx : ⟪u, x⟫_ℝ ≠ 0) :
    ⟪u, A x⟫_ℝ ≠ 0 ∧ tanAngle (A x) u ≤ μ / |l| * tanAngle x u := by
  obtain ⟨h1, h2⟩ := apply_split hA hl x
  have h' : ⟪u, A x⟫_ℝ ≠ 0 := by
    rw [h1]
    exact mul_ne_zero hl0 hx
  have hw := hμ _ (orthPart_spec hu x).1
  refine ⟨h', ?_⟩
  rw [tanAngle_eq hu h', tanAngle_eq hu hx, h2, h1, abs_mul, div_mul_div_comm]
  gcongr

/-- If `A` is symmetric with unit eigenvector `u`, eigenvalue `l`, and stretches vectors
orthogonal to `u` by at most `μ`, then for `x` not orthogonal to `u` the Rayleigh quotient differs
from `l` by at most `|l| + μ` times the squared tangent. -/
theorem rayleigh_error (hA : A.IsSymmetric) (hu : ‖u‖ = 1) (hl : A u = l • u)
    (hμ : ∀ w, ⟪u, w⟫_ℝ = 0 → ‖A w‖ ≤ μ * ‖w‖) (hx : ⟪u, x⟫_ℝ ≠ 0) :
    |rayleigh A x - l| ≤ (|l| + μ) * tanAngle x u ^ 2 := by
  obtain ⟨ho, hp⟩ := orthPart_spec hu x
  obtain ⟨s1, s2⟩ := apply_split hA hl x
  have hN : ‖x‖ ≠ 0 := by
    intro h
    rw [norm_eq_zero.mp h] at hx
    exact hx (inner_zero_right u)
  have hR : rayleigh A x * ‖x‖ ^ 2 = ⟪x, A x⟫_ℝ := by
    unfold rayleigh
    field_simp
  -- the cross terms vanish by symmetry
  have hnum : ⟪orthPart u x, A (orthPart u x)⟫_ℝ = ⟪x, A x⟫_ℝ - l * ⟪u, x⟫_ℝ ^ 2 := by
    rw [← s2]
    simp only [orthPart, s1, inner_sub_left, inner_sub_right, real_inner_smul_left,
      real_inner_smul_right, real_inner_self_eq_norm_sq, hu, real_inner_comm u x]
    ring
  have e : (rayleigh A x - l) * ‖x‖ ^ 2
      = ⟪orthPart u x, A (orthPart u x)⟫_ℝ - l * ‖orthPart u x‖ ^ 2 := by
    linear_combination hR - hnum - l * hp
  have b1 := abs_real_inner_le_norm (orthPart u x) (A (orthPart u x))
  have b2 := mul_le_mul_of_nonneg_left (hμ _ ho) (norm_nonneg (orthPart u x))
  have b3 : |(rayleigh A x - l) * ‖x‖ ^ 2|
      ≤ |⟪orthPart u x, A (orthPart u x)⟫_ℝ| + |l * ‖orthPart u x‖ ^ 2| := by
    rw [e]
    simpa only [Real.norm_eq_abs] using
      norm_sub_le ⟪orthPart u x, A (orthPart u x)⟫_ℝ (l * ‖orthPart u x‖ ^ 2)
  rw [abs_mul, abs_mul, abs_of_nonneg (sq_nonneg ‖x‖),
    abs_of_nonneg (sq_nonneg ‖orthPart u x‖), hp] at b3
  rw [tanAngle_eq hu hx, div_pow, sq_abs, ← mul_div_assoc, le_div_iff₀ (by positivity)]
  nlinarith [mul_nonneg (abs_nonneg (rayleigh A x - l)) (sq_nonneg ‖orthPart u x‖)]

/-- Rate of the power method: let `A` be symmetric with unit eigenvector `u`, eigenvalue `l ≠ 0`,
and stretch vectors orthogonal to `u` by at most `μ`. From a start `x` not orthogonal to `u`, the
overlap stays nonzero, the tangent is bounded by the `k`-th power of `μ / |l|`, and the Rayleigh
quotient error by its `2k`-th power, with the constants shown. -/
theorem power_method_rate (hA : A.IsSymmetric) (hu : ‖u‖ = 1) (hl : A u = l • u) (hl0 : l ≠ 0)
    (hμ : ∀ w, ⟪u, w⟫_ℝ = 0 → ‖A w‖ ≤ μ * ‖w‖) (hx : ⟪u, x⟫_ℝ ≠ 0) (k : ℕ) :
    ⟪u, (A ^ k) x⟫_ℝ ≠ 0 ∧
    tanAngle ((A ^ k) x) u ≤ (μ / |l|) ^ k * tanAngle x u ∧
    |rayleigh A ((A ^ k) x) - l| ≤ (|l| + μ) * (μ / |l|) ^ (2 * k) * tanAngle x u ^ 2 := by
  -- a negative `μ` is possible only if no nonzero vector is orthogonal to `u`
  have hz : μ < 0 → ∀ y : E, ⟪u, y⟫_ℝ ≠ 0 → tanAngle y u = 0 := by
    intro h0 y hy
    have h1 := hμ _ (orthPart_spec hu y).1
    have h2 : ‖orthPart u y‖ = 0 := by
      by_contra h
      have h3 : 0 < ‖orthPart u y‖ := lt_of_le_of_ne (norm_nonneg _) (Ne.symm h)
      linarith [mul_neg_of_neg_of_pos h0 h3, norm_nonneg (A (orthPart u y))]
    rw [tanAngle_eq hu hy, h2, zero_div]
  have key : ⟪u, (A ^ k) x⟫_ℝ ≠ 0 ∧
      tanAngle ((A ^ k) x) u ≤ (μ / |l|) ^ k * tanAngle x u := by
    induction k with
    | zero => exact ⟨by simpa using hx, by simp⟩
    | succ k ih =>
      obtain ⟨h1, h2⟩ := tanAngle_step hA hu hl hl0 hμ ih.1
      rw [pow_succ' A k, Module.End.mul_apply]
      refine ⟨h1, h2.trans ?_⟩
      rcases le_or_gt 0 μ with h0 | h0
      · calc μ / |l| * tanAngle ((A ^ k) x) u
            ≤ μ / |l| * ((μ / |l|) ^ k * tanAngle x u) :=
              mul_le_mul_of_nonneg_left ih.2 (by positivity)
          _ = (μ / |l|) ^ (k + 1) * tanAngle x u := by ring
      · rw [hz h0 _ ih.1, hz h0 x hx, mul_zero, mul_zero]
  refine ⟨key.1, key.2, (rayleigh_error hA hu hl hμ key.1).trans ?_⟩
  rcases le_or_gt 0 μ with h0 | h0
  · calc (|l| + μ) * tanAngle ((A ^ k) x) u ^ 2
        ≤ (|l| + μ) * ((μ / |l|) ^ k * tanAngle x u) ^ 2 :=
          mul_le_mul_of_nonneg_left (pow_le_pow_left₀ (abs_nonneg _) key.2 2) (by positivity)
      _ = (|l| + μ) * (μ / |l|) ^ (2 * k) * tanAngle x u ^ 2 := by ring
  · rw [hz h0 _ key.1, hz h0 x hx]
    simp

/-- Convergence: if `A` is symmetric with unit eigenvector `u` and eigenvalue `l`, stretches
vectors orthogonal to `u` by at most `μ` with `0 ≤ μ < |l|`, and `x` is not orthogonal to `u`,
then the tangent tends to zero and the Rayleigh quotient to `l`. -/
theorem power_method_tendsto (hA : A.IsSymmetric) (hu : ‖u‖ = 1) (hl : A u = l • u)
    (h0 : 0 ≤ μ) (hgap : μ < |l|)
    (hμ : ∀ w, ⟪u, w⟫_ℝ = 0 → ‖A w‖ ≤ μ * ‖w‖) (hx : ⟪u, x⟫_ℝ ≠ 0) :
    Tendsto (fun k : ℕ => tanAngle ((A ^ k) x) u) atTop (𝓝 0) ∧
    Tendsto (fun k : ℕ => rayleigh A ((A ^ k) x)) atTop (𝓝 l) := by
  have hpos : 0 < |l| := lt_of_le_of_lt h0 hgap
  have main := power_method_rate hA hu hl (abs_pos.mp hpos) hμ hx
  have hr : Tendsto (fun k : ℕ => (μ / |l|) ^ k) atTop (𝓝 0) :=
    tendsto_pow_atTop_nhds_zero_of_lt_one (by positivity) ((div_lt_one hpos).mpr hgap)
  constructor
  · have h := hr.mul_const (tanAngle x u)
    rw [zero_mul] at h
    exact squeeze_zero (fun k => abs_nonneg _) (fun k => (main k).2.1) h
  · have h := ((hr.pow 2).const_mul (|l| + μ)).mul_const (tanAngle x u ^ 2)
    rw [show (|l| + μ) * (0 : ℝ) ^ 2 * tanAngle x u ^ 2 = 0 by ring] at h
    refine tendsto_iff_norm_sub_tendsto_zero.mpr
      (squeeze_zero (fun k => norm_nonneg _) (fun k => ?_) h)
    have hk := (main k).2.2
    rw [pow_mul' (μ / |l|) 2 k] at hk
    exact hk

/-- An exact rate: let `A` be symmetric with unit eigenvector `u`, eigenvalue `l ≠ 0`, and `x` not
orthogonal to `u`. If `A` multiplies the orthogonal part of `x` by `m`, then `k` steps multiply the
tangent by exactly the `k`-th power of `|m| / |l|`, and the overlap stays nonzero. -/
theorem power_method_sharp {m : ℝ} (hA : A.IsSymmetric) (hu : ‖u‖ = 1) (hl : A u = l • u)
    (hl0 : l ≠ 0) (hx : ⟪u, x⟫_ℝ ≠ 0) (hw : A (orthPart u x) = m • orthPart u x) (k : ℕ) :
    ⟪u, (A ^ k) x⟫_ℝ ≠ 0 ∧ tanAngle ((A ^ k) x) u = (|m| / |l|) ^ k * tanAngle x u := by
  induction k generalizing x with
  | zero => exact ⟨by simpa using hx, by simp⟩
  | succ k ih =>
    obtain ⟨s1, s2⟩ := apply_split hA hl x
    have hx' : ⟪u, A x⟫_ℝ ≠ 0 := by
      rw [s1]
      exact mul_ne_zero hl0 hx
    have hw' : A (orthPart u (A x)) = m • orthPart u (A x) := by
      rw [s2, hw, map_smul, hw]
    have ht : tanAngle (A x) u = |m| / |l| * tanAngle x u := by
      rw [tanAngle_eq hu hx', tanAngle_eq hu hx, s2, s1, hw, norm_smul, Real.norm_eq_abs,
        abs_mul, div_mul_div_comm]
    obtain ⟨i1, i2⟩ := ih hx' hw'
    rw [pow_succ A k, Module.End.mul_apply]
    refine ⟨i1, ?_⟩
    rw [i2, ht]
    ring

/-- The operator `m + (l - m) |u⟩⟨u|`, a multiple of the identity plus a term of rank at most one.
-/
def rankOneModel (u : E) (l m : ℝ) : E →ₗ[ℝ] E where
  toFun w := m • w + ((l - m) * ⟪u, w⟫_ℝ) • u
  map_add' v w := by
    simp only [inner_add_right]
    module
  map_smul' a w := by
    simp only [real_inner_smul_right, RingHom.id_apply]
    module

/-- For a unit vector `u`, the operator `m + (l - m) |u⟩⟨u|` is symmetric, has `u` as eigenvector
with eigenvalue `l`, and stretches vectors orthogonal to `u` by at most `|m|`. -/
theorem power_method_witness (hu : ‖u‖ = 1) (l m : ℝ) :
    (rankOneModel u l m).IsSymmetric ∧ rankOneModel u l m u = l • u ∧
    ∀ w, ⟪u, w⟫_ℝ = 0 → ‖rankOneModel u l m w‖ ≤ |m| * ‖w‖ := by
  refine ⟨fun v w => ?_, ?_, fun w hw => ?_⟩
  · change ⟪m • v + ((l - m) * ⟪u, v⟫_ℝ) • u, w⟫_ℝ = ⟪v, m • w + ((l - m) * ⟪u, w⟫_ℝ) • u⟫_ℝ
    simp only [inner_add_left, inner_add_right, real_inner_smul_left, real_inner_smul_right,
      real_inner_comm u v]
    ring
  · change m • u + ((l - m) * ⟪u, u⟫_ℝ) • u = l • u
    rw [real_inner_self_eq_norm_sq, hu]
    module
  · change ‖m • w + ((l - m) * ⟪u, w⟫_ℝ) • u‖ ≤ |m| * ‖w‖
    exact le_of_eq (by rw [hw, mul_zero, zero_smul, add_zero, norm_smul, Real.norm_eq_abs])

end

end PowerMethodRate
```

```lean
#print axioms PowerMethodRate.power_method_rate
#print axioms PowerMethodRate.power_method_tendsto
#print axioms PowerMethodRate.power_method_sharp
```

```
'PowerMethodRate.power_method_rate' depends on axioms: [propext, Classical.choice, Quot.sound]
'PowerMethodRate.power_method_tendsto' depends on axioms: [propext, Classical.choice, Quot.sound]
'PowerMethodRate.power_method_sharp' depends on axioms: [propext, Classical.choice, Quot.sound]
```

## Operator, angle and energy estimate

The space `E` is a real inner product space of any dimension, and `A` is a linear map defined on all of it. The hypothesis `hμ` states the bound $\mu$ on the orthogonal complement of $u$. In finite dimension at least two, the smallest choice is the largest eigenvalue modulus left after one copy of $l$, belonging to $u$, is removed; in dimension one no eigenvalue is left and every real $\mu$ satisfies the hypothesis. The theorems take $\mu$ as given and do not compute it.

`tanAngle x u` is $|\tan\angle(x,u)|$. The absolute value makes $u$ and $-u$ equivalent, as they are for a quantum state. `rayleigh A x` is $\langle x,Ax\rangle/\|x\|^2$, the energy expectation value if $A$ is a Hamiltonian. The iterates `(A ^ k) x` are not normalised, but neither quantity changes when a vector is rescaled by a nonzero factor, so the bounds also hold for iterates normalised after each step, in exact arithmetic.

`power_method_rate` also states that the overlap $\langle u,A^kx\rangle$ stays nonzero, so the tangent is never evaluated at a right angle. It does not require $\mu<|l|$; `power_method_tendsto` adds $0\le\mu<|l|$ and concludes that the tangent tends to $0$ and the Rayleigh quotient to $l$.

For a finite real symmetric Hamiltonian matrix with a nondegenerate ground state, shifted so that the ground state has the eigenvalue of strictly largest modulus, this bounds the convergence of the ground-state vector and energy when rounding and sampling noise are absent. Complex Hermitian operators and unbounded Hamiltonians with a restricted domain are not covered.

## One step acts on two separate components

Write $x=cu+w$ with $c=\langle u,x\rangle$ and $w=x-cu$, which is `orthPart u x`. Since $\|u\|=1$,
$$\langle u,w\rangle=c-c=0,\qquad \|x\|^2=c^2+\|w\|^2 .$$
This is `orthPart_spec`. The cosine of the angle is $c/\|x\|$, so Pythagoras gives $|\sin|=\|w\|/\|x\|$, and the tangent is $t(x)=\|w\|/|c|$ (`tanAngle_eq`).

Symmetry gives $\langle u,Ax\rangle=\langle Au,x\rangle=lc$. Hence $Ax=lc\,u+Aw$ with $Aw\perp u$, as `apply_split` records, and
$$t(Ax)=\frac{\|Aw\|}{|l|\,|c|}\le\frac{\mu}{|l|}\,t(x).$$
This is `tanAngle_step`, which also keeps the overlap nonzero because $l\neq0$ and $c\neq0$.

## The eigenvalue error is quadratic in the tangent

Let $\rho$ be the Rayleigh quotient of $x$. The cross terms vanish, so $\langle x,Ax\rangle=lc^2+\langle w,Aw\rangle$ and
$$(\rho-l)\|x\|^2=\langle w,Aw\rangle-l\|w\|^2 .$$
By Cauchy–Schwarz and the bound on $Aw$,
$$|\rho-l|\,c^2\le|\rho-l|\,\|x\|^2\le(|l|+\mu)\|w\|^2 .$$
Division by $c^2$ gives $|\rho-l|\le(|l|+\mu)\,t(x)^2$. In `rayleigh_error`, the equation `e` is the identity above, `b1` is Cauchy–Schwarz, and `nlinarith` combines the estimates.

## From one step to $k$ steps

For $\mu\ge0$, induction on $k$ multiplies the one-step bounds:
$$t(A^{k+1}x)\le\frac{\mu}{|l|}\,t(A^kx)\le\left(\frac{\mu}{|l|}\right)^{k+1}t(x).$$
Applying the quadratic estimate to $A^kx$ then gives the exponent $2k$. A negative $\mu$ forces every orthogonal part to vanish, so all tangents are zero; `hz` handles this case, which occurs only when $E$ is one-dimensional. For convergence, $(\mu/|l|)^k\to0$ squeezes both errors to zero.

If $Aw=mw$, the one-step inequality becomes an equality with factor $|m|/|l|$, and `power_method_sharp` iterates it. The operator `rankOneModel`, $m+(l-m)|u\rangle\langle u|$, satisfies the symmetry, eigenvector and norm conditions with $\mu=|m|$, by `power_method_witness`. It multiplies every $w\perp u$ by $m$, so for $l\neq0$ it attains the tangent bound.

In the limiting case $\mu=0$, $A$ annihilates everything orthogonal to $u$: a single step lands on the line through $u$, and the Rayleigh quotient equals $l$ from then on.
